# Bernoulli expansion of a transformed Hamiltonian with a nilpotent commutator map

Let M be a vector space over the rational numbers and D a linear map from M to itself. In the application, M consists of operators, F is the zeroth-order Hamiltonian (the Fock operator, say), V is the remaining interaction, and D is the commutator with a cluster operator σ:

D X = [X, σ] = Xσ − σX.

The transformed Hamiltonian less F is

W = exp(D)(F + V) − F.

B₁, B₂, … are the Bernoulli numbers with B₁ = −1/2, and

β = Σ_{k=0}^{N−1} B_(k+1) D^(k+1) / (k+1)!

is their sum up to D^N, which is empty for N = 0. If D^(N+1) = 0, then

W = V + DF + DV − β(W − V).

W stands on both sides, so this is a recursion. Apart from W itself, F appears in it only through DF.

In unitary coupled-cluster theory, where the commutator series does not terminate by itself, this identity organises the transformed Hamiltonian when the amplitudes carry a nilpotent order parameter. The amplitude equations can then be inserted into the recursion to simplify it; no amplitude equation is used here.

## Rational scalars: dividing by factorials

The coefficients B_k/k! must act on operators. Real and complex operator spaces allow this, so the assumption costs nothing physically. In characteristic 2 the first coefficient, −1/2, would already have no meaning.

In Lean, E is any algebra over the rationals, later the ring of linear maps on M. `seriesAt n f D` keeps the powers of D below n, and `bernoulliSum N D` is β.

```lean
import Mathlib

open Finset

namespace BernoulliUnitaryCC

noncomputable section

variable {E : Type*} [Ring E] [Algebra ℚ E]

/-- The power series `f` evaluated at `D`, keeping the powers below `n`. -/
def seriesAt (n : ℕ) (f : PowerSeries ℚ) (D : E) : E :=
  ∑ k ∈ range n, PowerSeries.coeff k f • D ^ k

/-- The Bernoulli sum `B_1 D / 1! + ... + B_N D^N / N!`, with `B_1 = -1/2`. -/
def bernoulliSum (N : ℕ) (D : E) : E :=
  ∑ k ∈ range N, (bernoulli (k + 1) / ((k + 1).factorial : ℚ)) • D ^ (k + 1)
```

## D^(N+1) = 0: power series become finite sums

Physically, this condition says that N + 1 nested commutators with σ vanish. It holds for a nilpotent excitation operator in a finite orbital space, with N large enough, or when terms beyond a chosen order are discarded.

By hand it is used as follows. Let f and g be power series with coefficients f_i and g_j, and let D^n = 0. Then

(Σ_{i<n} f_i D^i)(Σ_{j<n} g_j D^j) = Σ_{m<n} (Σ_{i+j=m} f_i g_j) D^m,

because every remaining product contains D^n. Truncated series therefore multiply like the full ones. The generating function of the Bernoulli numbers satisfies

(Σ_{k≥0} B_k x^k/k!)(exp x − 1) = x.

Since B₀ = 1, setting n = N + 1 and x = D gives

(1 + β)(exp D − 1) = D = (exp D − 1)(1 + β).

`seriesAt_mul` proves the product rule with polynomials: the product of the truncations differs from the truncated product by a multiple of X^n, which vanishes at D.

```lean
/-- If `D^n = 0`, truncated power series in `D` multiply like the series themselves. -/
theorem seriesAt_mul {D : E} {n : ℕ} (hD : D ^ n = 0) (f g : PowerSeries ℚ) :
    seriesAt n f D * seriesAt n g D = seriesAt n (f * g) D := by
  let p : PowerSeries ℚ → Polynomial ℚ := fun h =>
    ∑ k ∈ range n, Polynomial.monomial k (PowerSeries.coeff k h)
  have hp : ∀ h, Polynomial.aeval D (p h) = seriesAt n h D := by
    intro h
    simp [p, seriesAt, Polynomial.aeval_monomial, Algebra.smul_def]
  have hc : ∀ h m, m < n → (p h).coeff m = PowerSeries.coeff m h := by
    intro h m hm
    simp [p, Polynomial.finsetSum_coeff, Polynomial.coeff_monomial, hm]
  -- the two polynomials differ only in powers that `D` annihilates
  have hdvd : Polynomial.X ^ n ∣ p f * p g - p (f * g) := by
    rw [Polynomial.X_pow_dvd_iff]
    intro m hm
    rw [Polynomial.coeff_sub, hc _ m hm, Polynomial.coeff_mul, PowerSeries.coeff_mul,
      sub_eq_zero]
    refine Finset.sum_congr rfl fun ij hij => ?_
    have hij' := HasAntidiagonal.mem_antidiagonal.mp hij
    rw [hc f ij.1 (by omega), hc g ij.2 (by omega)]
  obtain ⟨q, hq⟩ := hdvd
  have h := congrArg (Polynomial.aeval D) hq
  simp only [map_sub, map_mul, map_pow, Polynomial.aeval_X, hD, zero_mul, hp] at h
  exact sub_eq_zero.mp h
```

In the next proof, `hb`, `he` and `hx` identify the three series with 1 + β, exp D − 1 and D. The case N = 0 is separate, since D is then zero.

```lean
/-- If `D^(N+1) = 0`, the Bernoulli series times `exp D - 1` is `D`, in either order. -/
theorem bernoulli_mul_exp_sub_one {D : E} {N : ℕ} (hD : D ^ (N + 1) = 0) :
    (1 + bernoulliSum N D) * (IsNilpotent.exp D - 1) = D ∧
      (IsNilpotent.exp D - 1) * (1 + bernoulliSum N D) = D := by
  have hb : seriesAt (N + 1) (bernoulliPowerSeries ℚ) D = 1 + bernoulliSum N D := by
    rw [seriesAt, Finset.sum_range_succ', add_comm]
    simp [bernoulliSum, bernoulliPowerSeries]
  have he : seriesAt (N + 1) (PowerSeries.exp ℚ - 1) D = IsNilpotent.exp D - 1 := by
    simp [seriesAt, sub_smul, Finset.sum_sub_distrib, PowerSeries.coeff_exp,
      PowerSeries.coeff_one, IsNilpotent.exp_eq_sum hD, ite_smul]
  have hx : seriesAt (N + 1) PowerSeries.X D = D := by
    rcases N with _ | N
    · have h0 : D = 0 := by simpa using hD
      simp [seriesAt, h0]
    · simp [seriesAt, PowerSeries.coeff_X, ite_smul]
  rw [← hb, ← he, seriesAt_mul hD, seriesAt_mul hD,
    mul_comm (PowerSeries.exp ℚ - 1), bernoulliPowerSeries_mul_exp_sub_one]
  exact ⟨hx, hx⟩
```

Convergence of exp(D) alone would not be enough. Take the real rotation generator σ = π(0 1; −1 0), with matrix rows separated by semicolons. Then exp(σ) = −1, so the transformation changes nothing and W = V for every F. The recursion would require [F + V, σ] = 0, which fails for F = (1 0; 0 −1) and V = 0. This example is worked by hand only.

## W contains the transformed F + V, with F subtracted

F and V are arbitrary elements of M: neither Hermiticity nor smallness of V is assumed. The definition gives

W − V = exp(D)(F + V) − (F + V) = (exp D − 1)(F + V).

Applying 1 + β to both sides yields

(W − V) + β(W − V) = D(F + V) = DF + DV,

and moving terms across gives the expansion. Without the subtraction of F, the left-hand side would not have the factor exp D − 1 that the Bernoulli series converts into D.

`dressed D F V` is W. `bernoulli_inversion` applies the first operator identity to F + V, and `bernoulli_expansion` rearranges the result.

```lean
variable {M : Type*} [AddCommGroup M] [Module ℚ M]

/-- The transformed Hamiltonian less the untransformed `F`, `W = exp(D)(F + V) - F`, for nilpotent
`D`. -/
def dressed (D : Module.End ℚ M) (F V : M) : M := IsNilpotent.exp D (F + V) - F

/-- If `D^(N+1) = 0`, the Bernoulli series in `D` applied to `W - V` gives `DF + DV`. -/
theorem bernoulli_inversion {D : Module.End ℚ M} {N : ℕ} (hD : D ^ (N + 1) = 0) (F V : M) :
    (dressed D F V - V) + bernoulliSum N D (dressed D F V - V) = D F + D V := by
  have h := LinearMap.congr_fun (bernoulli_mul_exp_sub_one hD).1 (F + V)
  have e : dressed D F V - V = (IsNilpotent.exp D - 1) (F + V) := by
    rw [dressed, LinearMap.sub_apply, Module.End.one_apply]
    abel
  rw [e, ← map_add D F V]
  simpa only [Module.End.mul_apply, LinearMap.add_apply, Module.End.one_apply] using h

/-- Bernoulli expansion: if `D^(N+1) = 0`, then `W = exp(D)(F + V) - F` equals
`V + DF + DV` minus the sum of `B_k D^k (W - V) / k!` over `k = 1, ..., N`. -/
theorem bernoulli_expansion {D : Module.End ℚ M} {N : ℕ} (hD : D ^ (N + 1) = 0) (F V : M) :
    dressed D F V = V + D F + D V - bernoulliSum N D (dressed D F V - V) := by
  linear_combination (norm := module) bernoulli_inversion hD F V
```

## Solving the recursion: for given D and V, DF fixes W

Suppose now only that some W satisfies the recursion, as a quantity found by iteration would. Write W₀ = exp(D)(F + V) − F and Y = W − W₀. Subtracting the two recursions gives

(1 + β)Y = 0.

Applying exp D − 1 and using the product in reversed order gives DY = 0. Every term of β contains a factor D, so βY = 0, and hence Y = 0. In Lean these steps are `hY`, `hDY` and `hB`. Without the recursion as a hypothesis, W would be an arbitrary element.

```lean
/-- If `D^(N+1) = 0`, every solution of the Bernoulli recursion is
`exp(D)(F + V) - F`. -/
theorem bernoulli_expansion_unique {D : Module.End ℚ M} {N : ℕ} (hD : D ^ (N + 1) = 0)
    {F V W : M} (hW : W = V + D F + D V - bernoulliSum N D (W - V)) :
    W = dressed D F V := by
  have hY : (1 + bernoulliSum N D) (W - dressed D F V) = 0 := by
    have h := bernoulli_inversion hD F V
    simp only [LinearMap.add_apply, Module.End.one_apply, map_sub] at h hW ⊢
    linear_combination (norm := module) hW - h
  -- `D` annihilates the difference of the two solutions
  have hDY : D (W - dressed D F V) = 0 := by
    have h := LinearMap.congr_fun (bernoulli_mul_exp_sub_one hD).2 (W - dressed D F V)
    rw [Module.End.mul_apply, hY, map_zero] at h
    exact h.symm
  have hB : bernoulliSum N D (W - dressed D F V) = 0 := by
    rw [bernoulliSum, LinearMap.sum_apply]
    refine Finset.sum_eq_zero fun k _ => ?_
    rw [LinearMap.smul_apply, pow_succ, Module.End.mul_apply, hDY, map_zero, smul_zero]
  rw [LinearMap.add_apply, Module.End.one_apply, hB, add_zero] at hY
  exact sub_eq_zero.mp hY
```

This also settles how W depends on F. If F and F′ give the same W for the same V, the inverted identity gives DF + DV = DF′ + DV, so DF = DF′. Conversely, if DF = DF′, the W made from F solves the recursion for F′ and is therefore the W made from F′. The rotation above shows that convergence of exp(D) does not suffice here either: there W = V for all F, although the commutators differ.

```lean
/-- If `D^(N+1) = 0`, then for fixed `V` the elements `F` and `F'` give the same
`W = exp(D)(F + V) - F` exactly when `DF = DF'`. -/
theorem dressed_eq_iff {D : Module.End ℚ M} {N : ℕ} (hD : D ^ (N + 1) = 0) (F F' V : M) :
    dressed D F V = dressed D F' V ↔ D F = D F' := by
  constructor
  · intro h
    have h1 := bernoulli_inversion hD F V
    rw [h] at h1
    exact add_right_cancel (h1.symm.trans (bernoulli_inversion hD F' V))
  · intro h
    apply bernoulli_expansion_unique hD
    rw [← h]
    exact bernoulli_expansion hD F V
```

## Nilpotent σ: from nested commutators to a similarity transformation

`commWith σ` fixes the sign convention X ↦ Xσ − σX. This map is the sum of left multiplication by −σ and right multiplication by σ. The two commute by associativity, so the exponential factorises:

exp(D)X = exp(−σ) X exp(σ).

Nilpotency of σ makes all the exponentials finite sums. For ordinary matrices the identity also holds with convergent exponentials, but `IsNilpotent.exp` represents the exponential only at nilpotent arguments. In the proof, `eL` and `eR` evaluate the two factors and `hc` supplies their commutation.

```lean
variable {A : Type*} [Ring A] [Algebra ℚ A]

/-- The commutator with `σ`, as the linear map `X ↦ Xσ - σX`. -/
def commWith (σ : A) : Module.End ℚ A := LinearMap.mulRight ℚ σ - LinearMap.mulLeft ℚ σ

/-- For nilpotent `σ`, the exponential of the commutator map is the similarity
transformation `X ↦ exp(-σ) X exp(σ)`. -/
theorem exp_commWith {σ : A} (hσ : IsNilpotent σ) (X : A) :
    IsNilpotent.exp (commWith σ) X = IsNilpotent.exp (-σ) * X * IsNilpotent.exp σ := by
  obtain ⟨n, hn⟩ := hσ
  have hn' : (-σ) ^ n = 0 := by rw [neg_pow, hn, mul_zero]
  have hR : (LinearMap.mulRight ℚ σ) ^ n = 0 :=
    LinearMap.ext fun Y => by simp [LinearMap.pow_mulRight, hn]
  have hL : (LinearMap.mulLeft ℚ (-σ)) ^ n = 0 :=
    LinearMap.ext fun Y => by simp [LinearMap.pow_mulLeft, hn']
  have hs : commWith σ = LinearMap.mulLeft ℚ (-σ) + LinearMap.mulRight ℚ σ := by
    refine LinearMap.ext fun Y => ?_
    show Y * σ - σ * Y = -σ * Y + Y * σ
    noncomm_ring
  have eL : ∀ Y, IsNilpotent.exp (LinearMap.mulLeft ℚ (-σ)) Y = IsNilpotent.exp (-σ) * Y := by
    intro Y
    rw [IsNilpotent.exp_eq_sum hL, IsNilpotent.exp_eq_sum hn', LinearMap.sum_apply,
      Finset.sum_mul]
    exact Finset.sum_congr rfl fun i _ => by simp [LinearMap.pow_mulLeft]
  have eR : ∀ Y, IsNilpotent.exp (LinearMap.mulRight ℚ σ) Y = Y * IsNilpotent.exp σ := by
    intro Y
    rw [IsNilpotent.exp_eq_sum hR, IsNilpotent.exp_eq_sum hn, LinearMap.sum_apply,
      Finset.mul_sum]
    exact Finset.sum_congr rfl fun i _ => by simp [LinearMap.pow_mulRight]
  -- left and right multiplication commute, so the exponential factorises
  have hc : Commute (LinearMap.mulLeft ℚ (-σ)) (LinearMap.mulRight ℚ σ) := by
    show LinearMap.mulLeft ℚ (-σ) * LinearMap.mulRight ℚ σ =
      LinearMap.mulRight ℚ σ * LinearMap.mulLeft ℚ (-σ)
    exact LinearMap.ext fun Y => (mul_assoc (-σ) Y σ).symm
  rw [hs, IsNilpotent.exp_add_of_commute hc ⟨n, hL⟩ ⟨n, hR⟩, Module.End.mul_apply,
    eR, eL, mul_assoc]
```

## σ = εs with ε^(N+1) = 0: truncation by order

A nonzero anti-Hermitian matrix over the complex numbers is never nilpotent, so applying the finite identity above to unitary coupled cluster requires another source of nilpotency. Here it is a scalar ε that counts orders: σ = εs, and anything containing ε^(N+1) is discarded. The operator s is arbitrary and may be anti-Hermitian. Each commutator brings out one ε,

D^k X = ε^k [[…[X, s], …], s] (k nested commutators),

so D^(N+1) = 0, and likewise σ^(N+1) = 0. The Lean steps `hp`, `hD` and `hσ` establish this, after which the expansion applies.

```lean
/-- Bernoulli expansion truncated by order: for `σ = εs` with a scalar `ε^(N+1) = 0`,
`W = exp(-σ)(F + V)exp(σ) - F` is `V + [F,σ] + [V,σ]` minus the Bernoulli sum on `W - V`. -/
theorem bernoulli_expansion_by_order {R : Type*} [CommRing R] [Algebra R A] {N : ℕ} {ε : R}
    (hε : ε ^ (N + 1) = 0) (s F V W : A)
    (hW : W = IsNilpotent.exp (-(ε • s)) * (F + V) * IsNilpotent.exp (ε • s) - F) :
    W = V + (F * (ε • s) - (ε • s) * F) + (V * (ε • s) - (ε • s) * V)
      - bernoulliSum N (commWith (ε • s)) (W - V) := by
  have hlin : ∀ (c : R) (Z : A), commWith (ε • s) (c • Z) = (ε * c) • commWith s Z := by
    intro c Z
    show (c • Z) * (ε • s) - (ε • s) * (c • Z) = (ε * c) • (Z * s - s * Z)
    simp only [smul_mul_assoc, mul_smul_comm, smul_smul, smul_sub, mul_comm c ε]
  -- each commutator raises the order by one
  have hp : ∀ (k : ℕ) (X : A),
      ((commWith (ε • s)) ^ k) X = ε ^ k • ((commWith s) ^ k) X := by
    intro k
    induction k with
    | zero => intro X; simp
    | succ k ih =>
      intro X
      rw [pow_succ' (commWith (ε • s)), Module.End.mul_apply, ih, hlin,
        pow_succ' (commWith s), Module.End.mul_apply, pow_succ' ε]
  have hD : (commWith (ε • s)) ^ (N + 1) = 0 :=
    LinearMap.ext fun X => by rw [hp, hε, zero_smul, LinearMap.zero_apply]
  have hσ : IsNilpotent (ε • s) := ⟨N + 1, by rw [smul_pow, hε, zero_smul]⟩
  have h : W = dressed (commWith (ε • s)) F V := by rw [hW, dressed, exp_commWith hσ]
  have hm := bernoulli_expansion hD F V
  rw [← h] at hm
  exact hm
```

The hypothesis `hW` defines W by the similarity transformation. The theorem is an identity through order N; it gives no bound on what is discarded at finite amplitude. No adjoint appears in the statement, so unitarity is permitted but not used.

## Two-level examples of both kinds of nilpotency

For σ = (0 1; 0 0),

D(a b; c d) = (−c a−d; 0 c),

so D³ = 0 and N = 2 is allowed. Take F = (1 0; 0 −1) and V = (0 1; 1 0). Then

DF = (0 2; 0 0), DV = (−1 0; 0 1), D²F = 0, D²V = (0 −2; 0 0).

The exponential gives

W = V + DF + DV + ½D²V = (−1 2; 1 1).

For the recursion, W − V = (−1 1; 0 1), D(W − V) = (0 −2; 0 0) and D²(W − V) = 0. Hence β(W − V) = −½(0 −2; 0 0) = (0 1; 0 0), and

V + DF + DV − β(W − V) = (0 3; 1 0) + (−1 0; 0 1) − (0 1; 0 0) = (−1 2; 1 1),

as required. The first Lean example confirms that D³ = 0 for this σ, while D² does not vanish on (0 0; 1 0).

```lean
/-- For the two-level matrix `σ = [[0,1],[0,0]]` the triple commutator vanishes
identically, while the double commutator of `[[0,0],[1,0]]` does not vanish. -/
theorem bernoulli_expansion_witness :
    (commWith (!![0, 1; 0, 0] : Matrix (Fin 2) (Fin 2) ℚ)) ^ 3 = 0 ∧
      ((commWith (!![0, 1; 0, 0] : Matrix (Fin 2) (Fin 2) ℚ)) ^ 2) !![0, 0; 1, 0] ≠ 0 := by
  constructor
  · have hd : ∀ a b c d : ℚ, commWith (!![0, 1; 0, 0] : Matrix (Fin 2) (Fin 2) ℚ)
        !![a, b; c, d] = !![-c, a - d; 0, c] := by
      intro a b c d
      ext i j
      fin_cases i <;> fin_cases j <;>
        simp [commWith]
    refine LinearMap.ext fun X => ?_
    rw [Matrix.eta_fin_two X]
    simp only [pow_succ, pow_zero, one_mul, Module.End.mul_apply, hd, LinearMap.zero_apply]
    ext i j
    fin_cases i <;> fin_cases j <;> simp
  · intro h
    have h01 := congrFun (congrFun h 0) 1
    norm_num [pow_succ, Module.End.mul_apply, commWith, Matrix.mul_apply,
      Fin.sum_univ_two] at h01
```

The second example uses the dual numbers, where ε² = 0 and so N = 1, with the antisymmetric s = (0 1; −1 0). The commutator of (1 0; 0 −1) with εs is 2ε(0 1; 1 0), which is not zero: an anti-Hermitian s can give a nontrivial first-order term.

```lean
/-- The dual number `ε` satisfies `ε^2 = 0`, and for the antisymmetric `s = [[0,1],[-1,0]]`, the
commutator of `diag(1,-1)` with `εs` does not vanish. -/
theorem bernoulli_expansion_by_order_witness :
    (DualNumber.eps : DualNumber ℚ) ^ 2 = 0 ∧
      commWith ((DualNumber.eps : DualNumber ℚ) •
        (!![0, 1; -1, 0] : Matrix (Fin 2) (Fin 2) (DualNumber ℚ))) !![1, 0; 0, -1] ≠ 0 := by
  constructor
  · rw [pow_two, DualNumber.eps_mul_eps]
  · intro h
    have h01 := congrArg TrivSqZeroExt.snd (congrFun (congrFun h 0) 1)
    norm_num [commWith, Matrix.mul_apply, Fin.sum_univ_two] at h01

end

end BernoulliUnitaryCC
```

```lean
#print axioms BernoulliUnitaryCC.dressed_eq_iff
-- 'BernoulliUnitaryCC.dressed_eq_iff' depends on axioms: [propext, Classical.choice, Quot.sound]
#print axioms BernoulliUnitaryCC.bernoulli_expansion_by_order
-- 'BernoulliUnitaryCC.bernoulli_expansion_by_order' depends on axioms: [propext, Classical.choice, Quot.sound]
```
